# A zero valence field gradient does not imply a cubic d occupation

Put one electron in the real d orbital z2 and one in xy. Write \((x_0,x_1,x_2)=(x,y,z)\) for a point of the unit sphere and \(\langle\cdot\rangle\) for the uniform average over it. With each orbital normalised to unit average of its square, the angular density is

\[
\rho=\tfrac54(3z^2-1)^2+15x^2y^2 .
\]

The angular part of the field gradient is \(Q_{ij}=\langle\rho\,(3x_ix_j-\delta_{ij})\rangle\). Using \(\langle z^2\rangle=\tfrac13\), \(\langle z^4\rangle=\tfrac15\), \(\langle z^6\rangle=\tfrac17\) and \(\langle x^2y^2z^2\rangle=\tfrac1{105}\), the two electrons contribute to \(Q_{22}\)

\[
3\cdot\tfrac54\left(\tfrac97-\tfrac65+\tfrac13\right)-1=\tfrac47,
\qquad
3\cdot\tfrac{15}{105}-1=-\tfrac47 .
\]

They cancel. Exchanging \(x\) and \(y\) leaves \(\rho\) unchanged, so \(Q_{00}=Q_{11}\). The trace of \(Q\) is zero, so both vanish, and the off-diagonal entries vanish by reflection. Yet \(\rho=5\) on the \(z\) axis and \(\rho=\tfrac54\) on the \(x\) axis, so the density is not cubic.

## Occupations diagonal in the real orbitals

The model describes a d shell by five numbers \(n_{z2},n_{xz},n_{yz},n_{xy},n_{x2y2}\), with spin summed and no coherence between different orbitals. `Occupation` stores them as arbitrary reals, so the bounds 0 and 2 are not imposed; results for all reals include the physical range. In `density`, the coordinates `r 0`, `r 1`, `r 2` are \(x,y,z\).

In Lean 4 with Mathlib:

```lean
import Mathlib

open Real

namespace DShellFieldGradient

noncomputable section

/-- Occupation numbers of the five real d orbitals. -/
structure Occupation where
  (z2 xz yz xy x2y2 : ℝ)

/-- Angular density of a d shell with diagonal occupations: the occupation-weighted sum of the
squared real d orbitals, each with unit average over the sphere. -/
def density (n : Occupation) (r : Fin 3 → ℝ) : ℝ :=
  5 / 4 * n.z2 * (2 * r 2 ^ 2 - r 0 ^ 2 - r 1 ^ 2) ^ 2
    + 15 * n.xz * (r 0 ^ 2 * r 2 ^ 2) + 15 * n.yz * (r 1 ^ 2 * r 2 ^ 2)
    + 15 * n.xy * (r 0 ^ 2 * r 1 ^ 2) + 15 / 4 * n.x2y2 * (r 0 ^ 2 - r 1 ^ 2) ^ 2
```

By hand, diagonality makes \(\rho\) even in each coordinate separately, which removes every off-diagonal \(Q_{ij}\). In the proof it enters through `density`, which contains only squared orbitals.

With coherences, the diagonal occupations no longer decide the question. Put one electron in \((xz+yz)/\sqrt2\) and half an electron in xy. The diagonal occupations satisfy \(n_{xz}=n_{yz}\) and \(n_{z2}+n_{xz}=n_{xy}+n_{x2y2}\), the two conditions derived below, but the cross term \(15xyz^2\) gives \(Q_{01}=45\langle x^2y^2z^2\rangle=\tfrac37\).

## One radial function and a uniform sphere

For electrons sharing one radial function, the valence field gradient at the nucleus is \(-e\langle r^{-3}\rangle Q_{ij}/(4\pi\varepsilon_0)\). The radial factor is common to all five orbitals, so only \(Q\) matters for whether the gradient vanishes. The sphere is parametrised by height \(u\) and azimuth \(\varphi\), with area element \(du\,d\varphi\) and total area \(4\pi\).

```lean
/-- The point of the unit sphere at height `u` between -1 and 1 and azimuth `φ`. -/
def spherePoint (u φ : ℝ) : Fin 3 → ℝ :=
  ![√(1 - u ^ 2) * cos φ, √(1 - u ^ 2) * sin φ, u]

/-- Average over the unit sphere, whose area element is `du dφ` in height and azimuth. -/
def sphereAverage (f : (Fin 3 → ℝ) → ℝ) : ℝ :=
  1 / (4 * π) * ∫ u in (-1 : ℝ)..1, ∫ φ in (0 : ℝ)..(2 * π), f (spherePoint u φ)

/-- Angular part of the valence field gradient: the sphere average of the density times
`3 x_i x_j - δ_ij`. -/
def quadrupole (n : Occupation) : Matrix (Fin 3) (Fin 3) ℝ := fun i j =>
  sphereAverage fun r => density n r * (3 * r i * r j - if i = j then 1 else 0)
```

By hand, uniformity supplies all the moments. From \(\langle z^{2k}\rangle=\tfrac12\int_{-1}^1u^{2k}du=\tfrac1{2k+1}\) and \(x^2+y^2+z^2=1\),

\[
\langle x^2z^2\rangle=\tfrac12\left(\tfrac13-\tfrac15\right)=\tfrac1{15},\quad
\langle x^2z^4\rangle=\tfrac12\left(\tfrac15-\tfrac17\right)=\tfrac1{35},\quad
\langle x^2y^2z^2\rangle=\tfrac1{15}-\tfrac2{35}=\tfrac1{105}.
\]

Permuting the axes gives the rest. For xz, the averages of \(15x^2z^2\) times \(x^2,y^2,z^2\) are \(\tfrac37,\tfrac17,\tfrac37\); yz and xy follow by relabelling. For x2-y2, the average with \(x^2\) is \(\tfrac{15}4(\tfrac17-\tfrac2{35}+\tfrac1{35})=\tfrac37\), the same with \(y^2\), and the remainder \(\tfrac17\) belongs to \(z^2\). For z2 the average with \(z^2\) is \(\tfrac{11}{21}\), leaving \(\tfrac5{21}\) each for \(x^2\) and \(y^2\). Multiplying by 3 and subtracting 1 gives the contribution per electron:

| Orbital | \(7Q_{00}\) | \(7Q_{11}\) | \(7Q_{22}\) |
|---|---:|---:|---:|
| z2 | −2 | −2 | 4 |
| xz | 2 | −4 | 2 |
| yz | −4 | 2 | 2 |
| xy | 2 | 2 | −4 |
| x2-y2 | 2 | 2 | −4 |

If z2 and xy had different values \(R_1\) and \(R_2\) of \(\langle r^{-3}\rangle\), the opening example would leave a gradient proportional to \(\tfrac47(R_1-R_2)\) along \(z\). Gradients from surrounding ions and from polarised core electrons are also absent from the model.

## Equal filling within each cubic set

In a cubic environment the d orbitals split into the pair z2, x2-y2 and the triple xy, xz, yz. `IsCubic` means equal occupation within each set; it is a condition on occupation numbers, not a statement about rotations of the density.

```lean
/-- Cubic occupation: z2 and x2-y2 are equally occupied, and so are xy, xz and yz. -/
def IsCubic (n : Occupation) : Prop := n.z2 = n.x2y2 ∧ n.xy = n.xz ∧ n.xz = n.yz
```

To see what this condition does, subtract the first two columns of the table:

\[
Q_{00}-Q_{11}=\tfrac67(n_{xz}-n_{yz}).
\]

So \(Q=0\) forces \(n_{xz}=n_{yz}\), and then

\[
Q_{00}=Q_{11}=\tfrac27(n_{xy}+n_{x2y2}-n_{z2}-n_{xz}),\qquad Q_{22}=-2Q_{00}.
\]

Hence \(Q=0\) exactly when \(n_{xz}=n_{yz}\) and \(n_{z2}+n_{xz}=n_{xy}+n_{x2y2}\). Cubic filling satisfies both, since \(n_{z2}=n_{x2y2}\) and \(n_{xz}=n_{xy}\).

Equality within only one set is not sufficient: a single electron in z2 leaves the triple equally empty, and a single electron in xy leaves the pair equally empty, but both have \(Q\neq0\). Nor is cubic filling necessary, as the opening example shows. Cubic filling imposes three independent equations on five occupations, whereas a zero gradient imposes two.

## Where the integrals use these assumptions

The azimuthal integral comes first. Its integrand is an even quartic in \(\cos\varphi\), from the density, times a quadratic weight.

```lean
/-- Azimuthal integral of an even quartic in `cos φ` times a quadratic weight. -/
theorem azimuth_integral (a b c p q s v w : ℝ) :
    ∫ φ in (0 : ℝ)..(2 * π), (a + b * cos φ ^ 2 + c * cos φ ^ 4) *
      (p + q * cos φ ^ 2 + s * (cos φ * sin φ) + v * cos φ + w * sin φ)
    = 2 * π * (a * p + (a * q + b * p) / 2 + 3 / 8 * (b * q + c * p) + 5 / 16 * (c * q)) := by
  have m : ∀ (t d : ℝ) (k : ℕ), HasDerivAt (fun t => d * cos t ^ k)
      (d * (k * cos t ^ (k - 1) * (-sin t))) t :=
    fun t d k => ((hasDerivAt_cos t).fun_pow k).const_mul d
  obtain ⟨B, hB⟩ : ∃ B, B = (a * q + b * p) / 2 + 3 / 8 * (b * q + c * p)
    + 5 / 16 * (c * q) := ⟨_, rfl⟩
  -- the antiderivative: linear term, sine times a polynomial in cosine, polynomial in cosine
  have H (t : ℝ) := (((hasDerivAt_id' t).const_mul (a * p + B)).fun_add
    ((hasDerivAt_sin t).fun_mul ((((((m t (v * (a + 2 / 3 * b + 8 / 15 * c)) 0).fun_add
      (m t B 1)).fun_add (m t (v * (b / 3 + 4 / 15 * c)) 2)).fun_add
      (m t ((b * q + c * p) / 4 + 5 / 24 * (c * q)) 3)).fun_add
      (m t (v * c / 5) 4)).fun_add (m t (c * q / 6) 5)))).fun_add
    ((((((m t (-(w * a)) 1).fun_add (m t (-(s * a / 2)) 2)).fun_add
      (m t (-(w * b / 3)) 3)).fun_add (m t (-(s * b / 4)) 4)).fun_add
      (m t (-(w * c / 5)) 5)).fun_add (m t (-(s * c / 6)) 6))
  refine Eq.trans (intervalIntegral.integral_eq_sub_of_hasDerivAt
    (fun t _ => (H t).congr_deriv ?_) (Continuous.intervalIntegrable (by fun_prop) _ _)) ?_
  · subst hB
    linear_combination (-((a * q + b * p) / 2 + 3 / 8 * (b * q + c * p) + 5 / 16 * (c * q)
      + 2 * (v * (b / 3 + 4 / 15 * c)) * cos t
      + 3 * ((b * q + c * p) / 4 + 5 / 24 * (c * q)) * cos t ^ 2
      + 4 * (v * c / 5) * cos t ^ 3 + 5 * (c * q / 6) * cos t ^ 4)) * sin_sq_add_cos_sq t
  · simp only [Real.sin_two_pi, Real.cos_two_pi, Real.sin_zero, Real.cos_zero, hB]
    ring
```

The result encodes the azimuthal means \(\tfrac12,\tfrac38,\tfrac5{16}\) of \(\cos^2\varphi,\cos^4\varphi,\cos^6\varphi\); the terms with coefficients `s`, `v` and `w` integrate to zero. The proof writes down an antiderivative, `H`, and checks its derivative using \(\sin^2+\cos^2=1\). Between 0 and \(2\pi\), only the term linear in the angle changes.

The height integral is treated in the same way, with an antiderivative made of odd powers of \(u\).

```lean
/-- Integral over the height of the even polynomials left by the azimuthal integration. -/
theorem height_integral (h g a b c d : ℝ) :
    ∫ u in (-1 : ℝ)..1, ((h + g * u ^ 2) * (a + b * u ^ 2 + c * u ^ 4)
      + d * (u ^ 2 * (1 - u ^ 2) ^ 2))
    = 2 * (h * a + (h * b + g * a + d) / 3 + (h * c + g * b - 2 * d) / 5
      + (g * c + d) / 7) := by
  have H : ∀ u : ℝ, HasDerivAt (fun u => h * a * u ^ 1 + (h * b + g * a + d) / 3 * u ^ 3
      + (h * c + g * b - 2 * d) / 5 * u ^ 5 + (g * c + d) / 7 * u ^ 7)
      ((h + g * u ^ 2) * (a + b * u ^ 2 + c * u ^ 4) + d * (u ^ 2 * (1 - u ^ 2) ^ 2)) u :=
    fun u => (((((hasDerivAt_pow 1 u).const_mul _).fun_add
      ((hasDerivAt_pow 3 u).const_mul _)).fun_add ((hasDerivAt_pow 5 u).const_mul _)).fun_add
      ((hasDerivAt_pow 7 u).const_mul _)).congr_deriv (by ring)
  rw [intervalIntegral.integral_eq_sub_of_hasDerivAt (fun u _ => H u)
    (Continuous.intervalIntegrable (by fun_prop) _ _)]
  ring
```

The next theorem combines them. It averages the density against \(k+ax^2+by^2+cz^2+dxy+exz+fyz\), and its coefficients of `a`, `b` and `c` are the second moments found above.

```lean
/-- Sphere average of the d density times a constant plus an arbitrary quadratic form. -/
theorem quadratic_average (n : Occupation) (k a b c d e f : ℝ) :
    sphereAverage (fun r => density n r * (k + a * r 0 ^ 2 + b * r 1 ^ 2 + c * r 2 ^ 2
      + d * (r 0 * r 1) + e * (r 0 * r 2) + f * (r 1 * r 2)))
    = k * (n.z2 + n.xz + n.yz + n.xy + n.x2y2)
      + a * ((5 * n.z2 + 9 * n.xz + 3 * n.yz + 9 * n.xy + 9 * n.x2y2) / 21)
      + b * ((5 * n.z2 + 3 * n.xz + 9 * n.yz + 9 * n.xy + 9 * n.x2y2) / 21)
      + c * ((11 * n.z2 + 9 * n.xz + 9 * n.yz + 3 * n.xy + 3 * n.x2y2) / 21) := by
  have hπ : ∀ X : ℝ, 1 / (4 * π) * (2 * π * (2 * X)) = X := fun X => by
    linear_combination X * mul_inv_cancel₀ Real.pi_ne_zero
  trans 1 / (4 * π) * ∫ u in (-1 : ℝ)..1, 2 * π *
    ((k + (a + b) / 2 + (c - (a + b) / 2) * u ^ 2) *
      ((5 / 4 * n.z2 + 15 / 8 * (n.xy + n.x2y2))
      + (-15 / 2 * n.z2 + 15 / 2 * (n.xz + n.yz) - 15 / 4 * (n.xy + n.x2y2)) * u ^ 2
      + (45 / 4 * n.z2 - 15 / 2 * (n.xz + n.yz) + 15 / 8 * (n.xy + n.x2y2)) * u ^ 4)
    + 15 / 8 * (a - b) * (n.xz - n.yz) * (u ^ 2 * (1 - u ^ 2) ^ 2))
  · unfold sphereAverage
    congr 1
    apply intervalIntegral.integral_congr
    intro u hu
    rw [Set.uIcc_of_le (by norm_num)] at hu
    have hs : √(1 - u ^ 2) ^ 2 = 1 - u ^ 2 := Real.sq_sqrt (by nlinarith [hu.1, hu.2])
    beta_reduce
    -- on the sphere the integrand is a trigonometric polynomial in the azimuth
    refine Eq.trans (intervalIntegral.integral_congr fun φ _ => ?_) (Eq.trans (azimuth_integral
      (5 / 4 * n.z2 * (3 * u ^ 2 - 1) ^ 2 + 15 * n.yz * (1 - u ^ 2) * u ^ 2
        + 15 / 4 * n.x2y2 * (1 - u ^ 2) ^ 2)
      (15 * (1 - u ^ 2) * u ^ 2 * (n.xz - n.yz) + 15 * (1 - u ^ 2) ^ 2 * (n.xy - n.x2y2))
      (15 * (1 - u ^ 2) ^ 2 * (n.x2y2 - n.xy))
      (k + b * (1 - u ^ 2) + c * u ^ 2) ((a - b) * (1 - u ^ 2)) (d * (1 - u ^ 2))
      (e * √(1 - u ^ 2) * u) (f * √(1 - u ^ 2) * u)) ?_)
    · have h0 : spherePoint u φ 0 = √(1 - u ^ 2) * cos φ := rfl
      have h1 : spherePoint u φ 1 = √(1 - u ^ 2) * sin φ := rfl
      have hz : spherePoint u φ 2 = u := rfl
      have hx : spherePoint u φ 0 ^ 2 = (1 - u ^ 2) * cos φ ^ 2 := by rw [h0, mul_pow, hs]
      have hy : spherePoint u φ 1 ^ 2 = (1 - u ^ 2) * (1 - cos φ ^ 2) := by
        rw [h1, mul_pow, hs, Real.sin_sq]
      have hxy : spherePoint u φ 0 * spherePoint u φ 1 = (1 - u ^ 2) * (cos φ * sin φ) := by
        rw [h0, h1]
        linear_combination (cos φ * sin φ) * hs
      rw [density, hx, hy, hxy, hz, h0, h1]
      ring
    · ring
  · rw [intervalIntegral.integral_const_mul, height_integral, hπ]
    ring
```

The range \(-1\le u\le1\) enters in `hs`, where squaring \(\sqrt{1-u^2}\) returns \(1-u^2\). The equations `hx`, `hy` and `hxy` then turn the integrand into the form required by `azimuth_integral`. After `height_integral`, `hπ` cancels the factors of \(\pi\). The coefficients `d`, `e` and `f` have disappeared, as the reflection argument requires.

Taking the constant weight 1 confirms the normalisation: the average density is the number of d electrons.

```lean
/-- The sphere average of the density is the total number of d electrons. -/
theorem average_density (n : Occupation) :
    sphereAverage (density n) = n.z2 + n.xz + n.yz + n.xy + n.x2y2 := by
  simpa using quadratic_average n 1 0 0 0 0 0 0
```

For the tensor, the proof of `quadrupole_eq` chooses the coefficients that reproduce \(3x_ix_j-\delta_{ij}\) and goes through the nine index pairs with `fin_cases`. The diagonal entries are the columns of the table weighted by the occupations.

```lean
/-- The angular part of the field-gradient tensor of a d shell with diagonal occupations is diagonal
in the Cartesian axes, with these entries. -/
theorem quadrupole_eq (n : Occupation) :
    quadrupole n = Matrix.diagonal
      ![(-2 * n.z2 + 2 * n.xz - 4 * n.yz + 2 * n.xy + 2 * n.x2y2) / 7,
        (-2 * n.z2 - 4 * n.xz + 2 * n.yz + 2 * n.xy + 2 * n.x2y2) / 7,
        (4 * n.z2 + 2 * n.xz + 2 * n.yz - 4 * n.xy - 4 * n.x2y2) / 7] := by
  ext i j
  -- write the weight as a constant plus a quadratic form
  refine Eq.trans (Eq.trans ?_ (quadratic_average n (if i = j then -1 else 0)
    (if i = 0 ∧ j = 0 then 3 else 0) (if i = 1 ∧ j = 1 then 3 else 0)
    (if i = 2 ∧ j = 2 then 3 else 0) (if (i = 0 ∧ j = 1) ∨ (i = 1 ∧ j = 0) then 3 else 0)
    (if (i = 0 ∧ j = 2) ∨ (i = 2 ∧ j = 0) then 3 else 0)
    (if (i = 1 ∧ j = 2) ∨ (i = 2 ∧ j = 1) then 3 else 0))) ?_
  · unfold quadrupole
    congr 1
    funext r
    congr 1
    fin_cases i <;> fin_cases j <;> simp <;> ring
  · fin_cases i <;> fin_cases j <;> simp [Matrix.diagonal] <;> ring
```

## The two conditions and the counterexample

The criterion holds for every `Occupation`. In the forward direction the proof extracts entries `M 0 0` and `M 1 1`, and `linarith` performs the elimination done above. In the reverse direction it checks each entry.

```lean
/-- For a d shell with diagonal occupations, the angular part of the valence field gradient vanishes
exactly when xz and yz are equally occupied and z2 and xz together hold as many electrons as xy and
x2-y2 together. -/
theorem quadrupole_eq_zero_iff (n : Occupation) :
    quadrupole n = 0 ↔ n.xz = n.yz ∧ n.z2 + n.xz = n.xy + n.x2y2 := by
  rw [quadrupole_eq]
  constructor
  · intro h
    have h0 := congrArg (fun M : Matrix (Fin 3) (Fin 3) ℝ => M 0 0) h
    have h1 := congrArg (fun M : Matrix (Fin 3) (Fin 3) ℝ => M 1 1) h
    simp [Matrix.diagonal] at h0 h1
    constructor <;> linarith
  · rintro ⟨h1, h2⟩
    ext i j
    fin_cases i <;> fin_cases j <;> simp [Matrix.diagonal] <;> linarith
```

The cubic hypothesis `h` is then split into its three equalities, which together give the two conditions.

```lean
/-- For a d shell with diagonal occupations, cubic occupation makes the angular part of the valence
field gradient vanish. -/
theorem quadrupole_eq_zero_of_isCubic (n : Occupation) (h : IsCubic n) :
    quadrupole n = 0 := by
  obtain ⟨h1, h2, h3⟩ := h
  exact (quadrupole_eq_zero_iff n).2 ⟨h3, by linarith⟩
```

The fields of `⟨1, 0, 0, 1, 0⟩` are in the order z2, xz, yz, xy, x2-y2. The criterion reduces the zero gradient to \(0=0\) and \(1+0=1+0\), while `IsCubic` would require \(1=0\).

```lean
/-- For diagonal occupations with one electron in z2, one in xy and the other d orbitals empty, the
angular part of the valence field gradient vanishes although the occupation is not cubic. -/
theorem z2_xy_zero_gradient_not_cubic :
    quadrupole ⟨1, 0, 0, 1, 0⟩ = 0 ∧ ¬ IsCubic ⟨1, 0, 0, 1, 0⟩ := by
  rw [quadrupole_eq_zero_iff, IsCubic]
  norm_num

end

end DShellFieldGradient
```

```lean
#print axioms DShellFieldGradient.average_density
#print axioms DShellFieldGradient.quadrupole_eq_zero_of_isCubic
#print axioms DShellFieldGradient.z2_xy_zero_gradient_not_cubic
```

```
'DShellFieldGradient.average_density' depends on axioms: [propext, Classical.choice, Quot.sound]
'DShellFieldGradient.quadrupole_eq_zero_of_isCubic' depends on axioms: [propext, Classical.choice, Quot.sound]
'DShellFieldGradient.z2_xy_zero_gradient_not_cubic' depends on axioms: [propext, Classical.choice, Quot.sound]
```

For a fractional instance, take \(n_{z2}=1.2\), \(n_{xz}=n_{yz}=1.5\), \(n_{xy}=1.8\) and \(n_{x2y2}=0.9\). Both sides of the second condition equal 2.7, so \(Q=0\) although neither set is equally filled. Moving 0.1 electron from yz to xz gives \(Q_{00}=0.6/7\), \(Q_{11}=-0.6/7\) and \(Q_{22}=0\), so a vanishing \(z\) component alone is not enough.

The same moments settle the p shell by hand. There \(\rho=3(n_xx^2+n_yy^2+n_zz^2)\), and

\[
Q_{00}=\tfrac15(4n_x-2n_y-2n_z),
\]

with the other diagonal entries obtained by permutation and the off-diagonal ones zero. All three diagonal entries vanish only if \(n_x=n_y=n_z\), so for diagonal p occupations a zero gradient does imply equal filling.

When d populations from an electronic-structure calculation are compared with a measured quadrupole splitting, a vanishing valence contribution therefore constrains, within this one-centre model with diagonal occupations and a common radial function, only two combinations of the five populations.
